# Coulomb integrals on a grid are bounded by self-repulsions when the interaction is positive semidefinite

Take two grid points. Two charges on the same point interact with strength $U$, and two charges on different points with strength $V$. Put one normalised orbital $f$ entirely on the first point and another, $g$, entirely on the second. Their self-repulsions are $J_{ff}=J_{gg}=U$, and their mutual repulsion is $J_{fg}=V$.

Now subtract the densities. The difference is a charge $+1$ on the first point and $-1$ on the second, and its interaction energy with itself is

$$U - V - V + U = J_{ff}+J_{gg}-2J_{fg}.$$

If no charge distribution can have negative self-repulsion, then $V\le U$, which says that $J_{fg}$ is at most the mean of $J_{ff}$ and $J_{gg}$. The same subtraction works on any finite grid and for any two orbitals.

## Two bounds on the direct integral

Let $X$ be a finite set of grid points, $v$ a real matrix indexed by $X$, and $f,g$ complex orbitals on $X$. The density of $f$ is $\rho_f(x)=|f(x)|^2$. For real charge distributions $\rho,\sigma$, define the repulsion

$$R(\rho,\sigma)=\sum_{x,y}\rho(x)\,v(x,y)\,\sigma(y),\qquad J_{fg}=R(\rho_f,\rho_g).$$

If $v$ is positive semidefinite, meaning symmetric with $R(\rho,\rho)\ge 0$ for every real $\rho$, then

$$J_{fg}^2\le J_{ff}\,J_{gg}\qquad\text{and}\qquad J_{fg}\le\tfrac12\,(J_{ff}+J_{gg}).$$

The entries of $v$ may have either sign, and the orbitals need be neither normalised nor orthogonal.

Physically, positive semidefiniteness says that no arrangement of positive and negative charge has negative total energy once the self-terms are counted. In continuum electrostatics this holds because the energy is a positive constant times the integral of the squared electric field. On a grid it is a property of the matrix that the code actually builds.

## Estimating and checking a table of Coulomb integrals

The integrals $J_{fg}$ are the direct terms in the energy of a single determinant. For a finite grid with a positive semidefinite interaction, the first bound limits $|J_{fg}|$ by $\sqrt{J_{ff}J_{gg}}$ before its double sum is evaluated. This is the Schwarz inequality that is used to screen two-electron integrals, restricted to the case where both charge distributions are orbital densities. In that case it is a poor screen: the density of a normalised orbital carries unit charge, and its self-repulsion does not become small when the other orbital is far away. Screening saves work for products of two distant localised basis functions, which are small everywhere; the theorems below do not treat such products.

The bounds also serve as a check on a finished table. A violation larger than rounding error means that the integrals were assembled wrongly or that $v$ is not positive semidefinite. The second cause arises easily when the infinite value of $1/r$ at zero distance is replaced by zero: a nonzero symmetric matrix with zero diagonal has trace zero, so it has a negative eigenvalue. Passing the check for some orbitals does not show that $v$ is positive semidefinite.

## From the density difference to the bounds

**Symmetry.** Exchange the names of the summation variables and use $v(y,x)=v(x,y)$:

$$R(\rho,\sigma)=\sum_{x,y}\rho(y)\,v(y,x)\,\sigma(x)=\sum_{x,y}\sigma(x)\,v(x,y)\,\rho(y)=R(\sigma,\rho).$$

**Superposition.** For real $a,b$, multiply out the double sum. The two cross terms are equal by symmetry, so

$$R(a\rho+b\sigma,\,a\rho+b\sigma)=a^2R(\rho,\rho)+2ab\,R(\rho,\sigma)+b^2R(\sigma,\sigma).$$

**Arithmetic bound.** Set $\rho=\rho_f$, $\sigma=\rho_g$, $a=1$, $b=-1$:

$$J_{ff}+J_{gg}-2J_{fg}=R(\rho_f-\rho_g,\,\rho_f-\rho_g)\ge 0.$$

Rearranging gives $J_{fg}\le\frac12(J_{ff}+J_{gg})$.

**Geometric bound.** Set $a=t$ and $b=1$ instead. For every real $t$,

$$J_{ff}\,t^2+2J_{fg}\,t+J_{gg}\ge 0.$$

If $J_{ff}>0$, the choice $t=-J_{fg}/J_{ff}$ gives $J_{gg}-J_{fg}^2/J_{ff}\ge 0$, which is the bound. If $J_{ff}=0$, the left side is linear in $t$ and can stay nonnegative only if $J_{fg}=0$, so the bound reads $0\le 0$. Both cases are contained in the statement that the discriminant $4J_{fg}^2-4J_{ff}J_{gg}$ is not positive.

**Equality.** Suppose $v$ is positive definite, so that $R(\delta,\delta)>0$ for every nonzero $\delta$. Equality in the arithmetic bound means $R(\rho_f-\rho_g,\rho_f-\rho_g)=0$, hence $\rho_f=\rho_g$, hence $|f(x)|=|g(x)|$ at every point. Conversely, equal moduli make all three integrals equal. The phases of the orbitals play no part.

**Many orbitals.** Let orbitals $f_i$ have occupations $n_i\ge 0$, and write $J_{ij}$ for the integral of $f_i$ and $f_j$. Multiply the arithmetic bound for each pair by $n_in_j\ge 0$ and sum:

$$\sum_{i,j}n_in_jJ_{ij}\le\tfrac12\sum_{i,j}n_in_jJ_{ii}+\tfrac12\sum_{i,j}n_in_jJ_{jj}=\Big(\sum_i n_i\Big)\sum_i n_iJ_{ii}.$$

Half of the left side is the Hartree energy of the density $\sum_i n_i|f_i|^2$, with the $i=j$ terms included.

## One grid point, and two points in numbers

On a single grid point, $v$ is one number $u\ge 0$ and the densities are numbers $p,q\ge 0$. Then $J_{ff}=up^2$, $J_{gg}=uq^2$ and $J_{fg}=upq$. The geometric bound is always an equality, while the arithmetic bound has the gap $\frac12u(p-q)^2$.

For a case where neither bound is an equality, take

$$v=\begin{pmatrix}2&1\\1&2\end{pmatrix},\qquad f=(1,0),\qquad g=\tfrac{1}{\sqrt2}(1,i).$$

The eigenvalues of $v$ are $1$ and $3$, so it is positive definite. The densities are $\rho_f=(1,0)$ and $\rho_g=(\frac12,\frac12)$, which give

$$J_{ff}=2,\qquad J_{gg}=\tfrac14(2+1+1+2)=\tfrac32,\qquad J_{fg}=\tfrac12(2+1)=\tfrac32.$$

The geometric bound reads $\frac94\le 3$ and the arithmetic bound $\frac32\le\frac74$. The density difference is $(\frac12,-\frac12)$, with self-repulsion $\frac14(2-1-1+2)=\frac12$. This agrees with $J_{ff}+J_{gg}-2J_{fg}=2+\frac32-3=\frac12$.

## The bounds in Lean

```lean
import Mathlib

open Matrix

namespace CoulombSelfRepulsion

noncomputable section

variable {X : Type*} [Fintype X]

/-- The density `|f(x)|²` of an orbital `f` on the grid. -/
def density (f : X → ℂ) (x : X) : ℝ := ‖f x‖ ^ 2

/-- The interaction energy `∑ ρ(x) v(x,y) σ(y)` of two real charge distributions. -/
def repulsion (v : Matrix X X ℝ) (ρ σ : X → ℝ) : ℝ :=
  ∑ x, ∑ y, ρ x * v x y * σ y

/-- The Coulomb integral `J` of two orbitals: the interaction energy of their densities. -/
def coulomb (v : Matrix X X ℝ) (f g : X → ℂ) : ℝ :=
  repulsion v (density f) (density g)

/-- The interaction energy is the bilinear form of the matrix `v`. -/
theorem repulsion_eq_dotProduct (v : Matrix X X ℝ) (ρ σ : X → ℝ) :
    repulsion v ρ σ = ρ ⬝ᵥ v *ᵥ σ := by
  simp only [repulsion, dotProduct, Matrix.mulVec, Finset.mul_sum, mul_assoc]

/-- For a symmetric interaction, the energy of `ρ` in the field of `σ` is that of `σ` in the
field of `ρ`. -/
theorem repulsion_comm {v : Matrix X X ℝ} (hv : v.IsHermitian) (ρ σ : X → ℝ) :
    repulsion v ρ σ = repulsion v σ ρ := by
  unfold repulsion
  rw [Finset.sum_comm]
  refine Finset.sum_congr rfl fun a _ => Finset.sum_congr rfl fun b _ => ?_
  have h : v b a = v a b := by simpa using hv.apply a b
  rw [h]
  ring

/-- For a positive semidefinite interaction, no real charge distribution, whatever the signs of
its charges, has negative self-repulsion. -/
theorem repulsion_self_nonneg {v : Matrix X X ℝ} (hv : v.PosSemidef) (ρ : X → ℝ) :
    0 ≤ repulsion v ρ ρ := by
  have h := hv.dotProduct_mulVec_nonneg ρ
  rw [repulsion_eq_dotProduct]
  simpa using h

/-- For a symmetric interaction, the self-repulsion of the superposition `a ρ + b σ` is a
quadratic form in `a` and `b`. -/
theorem repulsion_superposition {v : Matrix X X ℝ} (hv : v.IsHermitian) (ρ σ : X → ℝ)
    (a b : ℝ) :
    repulsion v (fun x => a * ρ x + b * σ x) (fun x => a * ρ x + b * σ x)
      = a ^ 2 * repulsion v ρ ρ + 2 * a * b * repulsion v ρ σ + b ^ 2 * repulsion v σ σ := by
  have expand : repulsion v (fun x => a * ρ x + b * σ x) (fun x => a * ρ x + b * σ x)
      = a ^ 2 * repulsion v ρ ρ + a * b * repulsion v ρ σ + a * b * repulsion v σ ρ
        + b ^ 2 * repulsion v σ σ := by
    simp only [repulsion, Finset.mul_sum, ← Finset.sum_add_distrib]
    refine Finset.sum_congr rfl fun x _ => Finset.sum_congr rfl fun y _ => ?_
    ring
  -- the two cross terms coincide
  rw [expand, repulsion_comm hv σ ρ]
  ring

/-- For a symmetric interaction, `J_ff + J_gg - 2 J_fg` is the self-repulsion of the difference
of the two orbital densities. -/
theorem coulomb_gap {v : Matrix X X ℝ} (hv : v.IsHermitian) (f g : X → ℂ) :
    coulomb v f f + coulomb v g g - 2 * coulomb v f g
      = repulsion v (fun x => density f x - density g x)
          (fun x => density f x - density g x) := by
  have h := repulsion_superposition hv (density f) (density g) 1 (-1)
  have e : (fun x => 1 * density f x + -1 * density g x)
      = fun x => density f x - density g x := by
    funext x
    ring
  rw [e] at h
  unfold coulomb
  linarith

/-- For a positive semidefinite interaction, the Coulomb integral of two orbitals is bounded by
their self-repulsions: `J_fg² ≤ J_ff J_gg` and `J_fg ≤ (J_ff + J_gg) / 2`. -/
theorem coulomb_le_self_repulsion {v : Matrix X X ℝ} (hv : v.PosSemidef) (f g : X → ℂ) :
    coulomb v f g ^ 2 ≤ coulomb v f f * coulomb v g g ∧
      coulomb v f g ≤ (coulomb v f f + coulomb v g g) / 2 := by
  constructor
  · -- a quadratic that is never negative has no positive discriminant
    have hq : ∀ t : ℝ, 0 ≤ coulomb v f f * (t * t) + 2 * coulomb v f g * t
        + coulomb v g g := by
      intro t
      have h0 := repulsion_self_nonneg hv (fun x => t * density f x + 1 * density g x)
      rw [repulsion_superposition hv.1] at h0
      unfold coulomb
      linarith
    have hd := discrim_le_zero hq
    unfold discrim at hd
    nlinarith
  · -- the density difference has nonnegative self-repulsion
    have h0 := repulsion_self_nonneg hv (fun x => density f x - density g x)
    rw [← coulomb_gap hv.1] at h0
    linarith

/-- For a positive definite interaction, `J_fg` equals the mean of `J_ff` and `J_gg` exactly
when the two orbitals have the same modulus at every grid point. -/
theorem coulomb_eq_mean_iff {v : Matrix X X ℝ} (hv : v.PosDef) (f g : X → ℂ) :
    coulomb v f g = (coulomb v f f + coulomb v g g) / 2 ↔ ∀ x, ‖f x‖ = ‖g x‖ := by
  have gap := coulomb_gap hv.1 f g
  constructor
  · intro h
    have hz : (fun x => density f x - density g x) = 0 := by
      by_contra hne
      have hpos := hv.dotProduct_mulVec_pos hne
      rw [star_trivial, ← repulsion_eq_dotProduct] at hpos
      linarith
    intro x
    have hx : density f x - density g x = 0 := congrFun hz x
    exact (sq_eq_sq₀ (norm_nonneg _) (norm_nonneg _)).1 (sub_eq_zero.1 hx)
  · intro h
    have hd : density f = density g := by
      funext x
      simp only [density, h x]
    unfold coulomb
    rw [hd]
    ring

/-- For a positive semidefinite interaction and orbitals with nonnegative occupations `n_i`, the
double sum `∑ n_i n_j J_ij` is at most the total occupation times `∑ n_i J_ii`. -/
theorem occupied_coulomb_le {ι : Type*} [Fintype ι] {v : Matrix X X ℝ} (hv : v.PosSemidef)
    (f : ι → X → ℂ) (n : ι → ℝ) (hn : ∀ i, 0 ≤ n i) :
    ∑ i, ∑ j, n i * n j * coulomb v (f i) (f j)
      ≤ (∑ i, n i) * ∑ i, n i * coulomb v (f i) (f i) := by
  -- bound each pair by the mean of its self-repulsions
  have hle : ∑ i, ∑ j, n i * n j * coulomb v (f i) (f j)
      ≤ ∑ i, ∑ j, n i * n j * ((coulomb v (f i) (f i) + coulomb v (f j) (f j)) / 2) :=
    Finset.sum_le_sum fun i _ => Finset.sum_le_sum fun j _ =>
      mul_le_mul_of_nonneg_left (coulomb_le_self_repulsion hv (f i) (f j)).2
        (mul_nonneg (hn i) (hn j))
  -- both halves of the mean sum to the same product
  have h1 : (∑ i, n i) * ∑ i, n i * coulomb v (f i) (f i)
      = ∑ i, ∑ j, n i * (n j * coulomb v (f j) (f j)) := by
    rw [Finset.sum_mul_sum]
  have h2 : (∑ i, n i) * ∑ i, n i * coulomb v (f i) (f i)
      = ∑ i, ∑ j, n i * coulomb v (f i) (f i) * n j := by
    rw [mul_comm, Finset.sum_mul_sum]
  have h3 : ∑ i, ∑ j, n i * n j * ((coulomb v (f i) (f i) + coulomb v (f j) (f j)) / 2)
      = (1 / 2) * ∑ i, ∑ j, n i * (n j * coulomb v (f j) (f j))
        + (1 / 2) * ∑ i, ∑ j, n i * coulomb v (f i) (f i) * n j := by
    simp only [Finset.mul_sum, ← Finset.sum_add_distrib]
    refine Finset.sum_congr rfl fun i _ => Finset.sum_congr rfl fun j _ => ?_
    ring
  linarith

/-- On two grid points that interact only with each other, with strength `1`, the orbitals
`f = (1, 0)` and `g = (0, 1)` have `J_fg = 1` but `J_ff = J_gg = 0`. -/
theorem offsite_interaction_violates_bound :
    coulomb !![0, 1; 1, 0] ![1, 0] ![0, 1] = 1 ∧
      coulomb !![0, 1; 1, 0] ![1, 0] ![1, 0] = 0 ∧
      coulomb !![0, 1; 1, 0] ![0, 1] ![0, 1] = 0 := by
  refine ⟨?_, ?_, ?_⟩ <;> simp [coulomb, repulsion, density, Fin.sum_univ_two]

end

end CoulombSelfRepulsion
```

```lean
#print axioms CoulombSelfRepulsion.coulomb_le_self_repulsion
-- 'CoulombSelfRepulsion.coulomb_le_self_repulsion' depends on axioms: [propext, Classical.choice, Quot.sound]
#print axioms CoulombSelfRepulsion.coulomb_eq_mean_iff
-- 'CoulombSelfRepulsion.coulomb_eq_mean_iff' depends on axioms: [propext, Classical.choice, Quot.sound]
#print axioms CoulombSelfRepulsion.occupied_coulomb_le
-- 'CoulombSelfRepulsion.occupied_coulomb_le' depends on axioms: [propext, Classical.choice, Quot.sound]
#print axioms CoulombSelfRepulsion.offsite_interaction_violates_bound
-- 'CoulombSelfRepulsion.offsite_interaction_violates_bound' depends on axioms: [propext, Classical.choice, Quot.sound]
```

## How the Lean statements read

The grid is any finite type `X`, an orbital is a function `X → ℂ`, and the interaction is a `Matrix X X ℝ`. The definitions `density`, `repulsion` and `coulomb` are $\rho_f$, $R$ and $J_{fg}$. The double sum carries no quadrature weights. If point $x$ represents a cell of volume $w_x$, the orbital value to insert is $\sqrt{w_x}$ times the wavefunction, so that `density` is the charge in the cell.

The hypothesis `v.PosSemidef` includes symmetry, which for a real matrix is what `IsHermitian` means. The identities `repulsion_comm`, `repulsion_superposition` and `coulomb_gap` need symmetry alone. The theorem `coulomb_le_self_repulsion` states the two bounds together, for every pair of orbitals.

`coulomb_eq_mean_iff` assumes the stronger `v.PosDef`. That matters for periodic grids: a kernel that is diagonal in the discrete Fourier basis with nonnegative coefficients is positive semidefinite, but setting its zero-wavevector coefficient to zero makes it fail to be definite. The two bounds then still apply, but equality in the arithmetic bound also occurs for densities that differ by a constant, so the criterion fails for orbitals of arbitrary norm. If all other coefficients are positive, it survives for two normalised orbitals, whose density difference has zero total charge; the Lean theorem does not cover that case.

In `occupied_coulomb_le` the orbitals are indexed by a finite type `ι`, and the occupations are only required to be nonnegative. There is no upper limit of one or two, and fractional values are allowed.

The last theorem, `offsite_interaction_violates_bound`, evaluates three integrals for the opening example with $U=0$ and $V=1$. It finds $J_{fg}=1$ and $J_{ff}=J_{gg}=0$, so both bounds fail although every entry of $v$ is nonnegative. Nonnegative entries therefore do not replace positive semidefiniteness.

## How the lemmas carry the derivation

`repulsion_eq_dotProduct` rewrites the double sum as a vector–matrix–vector product, the form used by Mathlib's lemma `dotProduct_mulVec_nonneg`. `repulsion_self_nonneg` then reads off $R(\rho,\rho)\ge 0$.

`repulsion_superposition` first expands into four terms, comparing the sums point by point with `ring`, and then merges the cross terms through `repulsion_comm`. `coulomb_gap` is this identity at coefficients `1` and `-1`.

In `coulomb_le_self_repulsion`, the geometric half builds the quadratic in $t$ as `hq` and passes it to `discrim_le_zero`, which covers the case $J_{ff}=0$ as well. The final `nlinarith` removes the factor of four. The arithmetic half applies nonnegativity to the density difference and rearranges with `linarith`.

For the equality criterion, the proof supposes that the density difference is nonzero. Positive definiteness then makes its self-repulsion strictly positive, which contradicts the assumed equality. `sq_eq_sq₀` passes from equal squared moduli to equal moduli.

In `occupied_coulomb_le`, `hle` is the weighted pairwise bound. `h1` and `h2` write the right-hand product as a double sum in two ways, and `h3` splits the mean into those two halves.

## What a code must still establish

Positive semidefiniteness is assumed throughout, never derived from a particular discretisation of $1/r$. A code that relies on the bounds has to secure it through the way its kernel is constructed, or test it on the matrix.

The theorems concern real numbers, not floating-point ones. Computed integrals can break a bound by a rounding error, most visibly when the two densities nearly coincide and the gap is close to zero, so a check needs a tolerance.

The grid is finite, and no limit of vanishing spacing is taken. Only direct integrals between orbital densities are bounded: exchange integrals, and general two-electron integrals over products of different orbitals, do not appear. Nor is there a lower bound of zero on $J_{fg}$. With negative entries in $v$ it can be negative, and the geometric bound then limits its magnitude.
